# The 1s orbital √(ζ³/π) e^(−ζr) with ζ > 0 is normalised

The lemma `orbital_normalised` says that an electron in the 1s orbital √(ζ³/π) e^(−ζr), with exponent ζ > 0, is found somewhere in space with total probability 1. In mathematical terms, the integral of 4πr² times the squared orbital over r > 0 equals 1; the space integral is defined in this radial form, for spherically symmetric functions. The proof rewrites the integrand as 4ζ³ r² e^(−2ζr) and applies the formula n!/bⁿ⁺¹ for the integral of rⁿ e^(−br), with n = 2 and b = 2ζ. What remains is to check that 4ζ³ · 2/(2ζ)³ is 1.

The first attempt, which Lean rejects:

```lean
import Mathlib

open MeasureTheory Set
open scoped Real

namespace HydrogenDiagonalCorrection

noncomputable section

/-- The 1s orbital with exponent `ζ`, as a function of the distance `r` from the nucleus. -/
def orbital (ζ r : ℝ) : ℝ := √(ζ ^ 3 / π) * Real.exp (-ζ * r)

/-- The integral over all space of a spherically symmetric function. -/
def spaceIntegral (f : ℝ → ℝ) : ℝ := ∫ r in Ioi (0 : ℝ), 4 * π * r ^ 2 * f r

/-- The integral of a power of `r` times a decaying exponential over `r > 0`. -/
theorem integral_pow_mul_exp (n : ℕ) {b : ℝ} (hb : 0 < b) :
    ∫ r in Ioi (0 : ℝ), r ^ n * Real.exp (-(b * r)) = (n.factorial : ℝ) / b ^ (n + 1) := by
  -- this is Euler's integral for the Gamma function at an integer
  have h := Real.integral_rpow_mul_exp_neg_mul_Ioi (a := (n : ℝ) + 1) (r := b)
    (by positivity) hb
  have e1 : (n : ℝ) + 1 - 1 = n := by ring
  have e2 : (1 / b) ^ ((n : ℝ) + 1) = (1 / b) ^ (n + 1) := by
    exact_mod_cast Real.rpow_natCast (1 / b) (n + 1)
  rw [Real.Gamma_nat_eq_factorial, e1, e2] at h
  simp only [Real.rpow_natCast] at h
  rw [h, one_div, inv_pow, div_eq_mul_inv, mul_comm]

/-- The electron density of the 1s orbital. -/
theorem orbital_sq {ζ : ℝ} (hζ : 0 ≤ ζ) (r : ℝ) :
    (orbital ζ r) ^ 2 = ζ ^ 3 / π * Real.exp (-(2 * ζ * r)) := by
  rw [orbital, mul_pow, Real.sq_sqrt (by positivity), sq (Real.exp _), ← Real.exp_add]
  congr 2
  ring

/-- The 1s orbital is normalised. -/
theorem orbital_normalised {ζ : ℝ} (hζ : 0 < ζ) :
    spaceIntegral (fun r => (orbital ζ r) ^ 2) = 1 := by
  have hζ' : ζ ≠ 0 := hζ.ne'
  have e : (fun r : ℝ => 4 * π * r ^ 2 * (orbital ζ r) ^ 2)
      = fun r => 4 * ζ ^ 3 * (r ^ 2 * Real.exp (-(2 * ζ * r))) := by
    funext r
    rw [orbital_sq hζ.le]
    have hπ : π ≠ 0 := Real.pi_ne_zero
    field_simp
  have h2 : ((Nat.factorial 2 : ℕ) : ℝ) = 2 := by norm_num [Nat.factorial]
  simp only [spaceIntegral]
  rw [e, integral_const_mul, integral_pow_mul_exp 2 (by positivity : 0 < 2 * ζ), h2]
  field_simp <;> norm_num

end

end HydrogenDiagonalCorrection
```

Compiling this gives:

```
Main.lean:38:54: error: unsolved goals
ζ : ℝ
hζ : 0 < ζ
hζ' : ζ ≠ 0
e : (fun r => 4 * π * r ^ 2 * orbital ζ r ^ 2) = fun r => 4 * ζ ^ 3 * (r ^ 2 * rexp (-(2 * ζ * r)))
h2 : ↑(Nat.factorial 2) = 2
⊢ 4 * ζ ^ 3 * 2 = (ζ * 2) ^ 3
```

Cause. The message "unsolved goals" means that the proof ran to its end with something still unproved, here `4 * ζ ^ 3 * 2 = (ζ * 2) ^ 3`. This equation is true, since both sides are 8ζ³, and the integral has already been evaluated by this point. Only the closing algebra is missing.

In the last line, `field_simp` clears the denominator and `norm_num` is run on what it leaves. `norm_num` evaluates numerical expressions and simplifies, but here it did not expand the cube of the product `ζ * 2` or gather the separated factors 4 and 2 on the left. The two sides therefore kept different forms, and the goal stayed open.

The repair puts `ring` in place of `norm_num`. `ring` proves identities that follow from the laws of commutative rings, by bringing both sides to a common normal form, so it closes the goal that `field_simp` leaves. Writing the two steps on separate lines instead of joining them with `<;>` is mere tidying.

Fix (accepted with no message):

```diff
@@ -47,5 +47,6 @@
   simp only [spaceIntegral]
   rw [e, integral_const_mul, integral_pow_mul_exp 2 (by positivity : 0 < 2 * ζ), h2]
-  field_simp <;> norm_num
+  field_simp
+  ring
 
 end
```
